# Regular radial orbitals at different energies in one potential are orthogonal when their logarithmic derivatives agree at the sphere boundary

## Radial orbitals and units

Let $R \ge 0$ be the radius of an atomic sphere and $V(r)$ a real radial potential. A regular radial orbital at energy $E$ is a real function $u$ on $[0,R]$ with

$$u(0)=0, \qquad -u''(r) + V(r)\,u(r) = E\,u(r) \quad (0<r<R),$$

where $u$ and its slope $u'$ are continuous up to both ends of the interval. Units are chosen so that $\hbar^2/2m = 1$. The function $u$ is $r$ times the radial part of the wavefunction, so the overlap of two orbitals is $\int_0^R p\,q\,dr$ without a factor $r^2$. For angular momentum $\ell$, the centrifugal term $\ell(\ell+1)/r^2$ is part of $V$; for a fixed underlying spherical potential, two orbitals with the same $V$ therefore have the same $\ell$.

At the boundary we impose $u'(R) = D\,u(R)$ with a real constant $D$. Where $u(R)\neq 0$, $D$ is the logarithmic derivative of $u$, which fixes how the orbital meets the sphere surface up to its amplitude. For $R>0$, the radial part $u/r$ then has logarithmic derivative $D - 1/R$, so a common $D$ for $u$ is also a common value for $u/r$.

## High-energy functions in the LAPW sphere

In the LAPW method, local orbitals built from radial solutions at high energies make the basis inside the spheres more flexible for unoccupied states. If the energies are selected by one common value of $D$, the radial solutions for a given $\ell$ are mutually orthogonal, within a non-relativistic model with a fixed spherical potential. This concerns the radial solutions themselves. A complete local orbital also mixes in other radial functions, to make its value and slope vanish at $R$, and two such combinations need not be orthogonal.

## The orthogonality statement

Let $p$ and $q$ be regular radial orbitals in the same $V$, at energies $E \neq F$. If $p'(R) = D\,p(R)$ and $q'(R) = D\,q(R)$, then

$$\int_0^R p(r)\,q(r)\,dr = 0.$$

## Derivation from the Wronskian

Define $W = p\,q' - p'\,q$. Inside the sphere the terms $p'q'$ cancel, and the two radial equations give

$$W' = p\,q'' - p''q = p\,(V-F)\,q - (V-E)\,p\,q = (E-F)\,p\,q .$$

The potential has dropped out. Integrate from $0$ to $R$. Since $p(0)=q(0)=0$, we have $W(0)=0$, and

$$(E-F)\int_0^R p\,q\,dr = p(R)\,q'(R) - p'(R)\,q(R).$$

With the common boundary condition the right side is $D\,p(R)q(R) - D\,p(R)q(R) = 0$. Dividing by $E-F \neq 0$ gives the result.

The same argument works for a condition $a\,u(R) + b\,u'(R) = 0$ shared by both orbitals, with $a$ and $b$ not both zero. Using the condition for $p$ and for $q$,

$$a\,W(R) = -b\,p'(R)q'(R) + b\,p'(R)q'(R) = 0, \qquad b\,W(R) = -a\,p(R)q(R) + a\,p(R)q(R) = 0,$$

so $W(R)=0$ in either case. The choice $b=0$ covers orbitals with a node at $R$.

If $p(R)$ and $q(R)$ are both nonzero, then

$$W(R) = p(R)\,q(R)\left(\frac{q'(R)}{q(R)} - \frac{p'(R)}{p(R)}\right),$$

and for $E\ne F$ the overlap vanishes exactly when the logarithmic derivatives agree.

Finally, take finitely many orbitals $u_i$ with distinct energies $e_i$, a common $D$ and real coefficients $c_i$. Expanding the square and removing the off-diagonal overlaps gives

$$\int_0^R \Big(\sum_i c_i u_i\Big)^2 dr = \sum_i c_i^2 \int_0^R u_i^2\,dr .$$

For normalised orbitals the right side is $\sum_i c_i^2$.

## Unequal logarithmic derivatives: a counter-example

Take $V=0$ and $R=\pi$, with $p(r)=\sin(r/2)$ at $E=1/4$ and $q(r)=r$ at $F=0$. Both are regular orbitals, but $p'(\pi)/p(\pi)=0$ while $q'(\pi)/q(\pi)=1/\pi$. Their overlap is

$$\int_0^\pi r\sin(r/2)\,dr = \big[-2r\cos(r/2)+4\sin(r/2)\big]_0^\pi = 4 .$$

This agrees with the Wronskian identity: $\tfrac14\cdot 4 = 1 = p(\pi)q'(\pi) - p'(\pi)q(\pi)$. Different energies and regularity at the origin are thus not enough for orthogonality.

## How the Lean statement represents the orbitals

`IsRadialOrbital V E R u du` collects the conditions on one orbital. The slope is a separate function `du`. The field `deriv` says that it is the derivative of `u` in the open interval, and `deriv_slope` is the radial equation in the form $u''=(V-E)u$. For $R>0$, continuity makes `du R` the one-sided slope at the boundary.

This includes $C^2$ functions with continuous $V$. Nothing is asked of `V` at the nucleus itself, so a Coulomb or centrifugal singularity is allowed there as long as the orbital and its slope stay continuous. A finite jump of `V` inside the sphere, at a point where the orbital is nonzero, is not covered, because `du` must be differentiable at every interior point.

In `high_energy_orbitals_orthogonal`, the shared `V` in `hp` and `hq` expresses the common potential, `hEF` the different energies, and `hpR` and `hqR` the common $D$. The orbitals are assumed to be given: the theorem does not show that a general potential has energies realising a chosen $D$, nor that the resulting functions form a complete set. Scalar-relativistic radial equations and energy derivatives of orbitals are not covered.

## The Lean file

```lean
import Mathlib

open Set MeasureTheory

namespace HighEnergyLocalOrbitals

/-- A regular radial orbital `u` with slope `du` at energy `E` in the potential `V`: both are
continuous on `[0, R]`, `u` vanishes at the origin, and `-u'' + V u = E u` inside the sphere. -/
structure IsRadialOrbital (V : ℝ → ℝ) (E R : ℝ) (u du : ℝ → ℝ) : Prop where
  zero : u 0 = 0
  cont : ContinuousOn u (Icc 0 R)
  cont_slope : ContinuousOn du (Icc 0 R)
  deriv : ∀ r ∈ Ioo 0 R, HasDerivAt u (du r) r
  deriv_slope : ∀ r ∈ Ioo 0 R, HasDerivAt du ((V r - E) * u r) r

/-- The Wronskian `p q' - p' q` of two radial functions with slopes `dp` and `dq`. -/
def wronskian (p dp q dq : ℝ → ℝ) (r : ℝ) : ℝ := p r * dq r - dp r * q r

variable {V p dp q dq : ℝ → ℝ} {E F R : ℝ}

/-- Inside the sphere the Wronskian of two orbitals in the same potential changes at the rate
`(E - F) p q`. -/
theorem wronskian_hasDerivAt (hp : IsRadialOrbital V E R p dp)
    (hq : IsRadialOrbital V F R q dq) {r : ℝ} (hr : r ∈ Ioo 0 R) :
    HasDerivAt (wronskian p dp q dq) ((E - F) * (p r * q r)) r := by
  have h := ((hp.deriv r hr).fun_mul (hq.deriv_slope r hr)).fun_sub
    ((hp.deriv_slope r hr).fun_mul (hq.deriv r hr))
  exact h.congr_deriv (by ring)

/-- For two orbitals in the same potential, the overlap times the energy difference is the Wronskian
at the sphere boundary. -/
theorem energy_difference_mul_overlap (hR : 0 ≤ R) (hp : IsRadialOrbital V E R p dp)
    (hq : IsRadialOrbital V F R q dq) :
    (E - F) * ∫ r in (0 : ℝ)..R, p r * q r = p R * dq R - dp R * q R := by
  have hcont : ContinuousOn (wronskian p dp q dq) (Icc 0 R) :=
    (hp.cont.mul hq.cont_slope).sub (hp.cont_slope.mul hq.cont)
  have hc : ContinuousOn (fun r => (E - F) * (p r * q r)) (Icc 0 R) :=
    continuousOn_const.mul (hp.cont.mul hq.cont)
  -- integrate the derivative of the Wronskian from the nucleus to the boundary
  have hftc := intervalIntegral.integral_eq_sub_of_hasDerivAt_of_le hR hcont
    (fun r hr => wronskian_hasDerivAt hp hq hr) (hc.intervalIntegrable_of_Icc hR)
  rw [intervalIntegral.integral_const_mul] at hftc
  rw [hftc]
  simp [wronskian, hp.zero, hq.zero]

/-- Two orbitals of different energy in the same potential that obey the same boundary condition `a
u(R) + b u'(R) = 0`, with `a` and `b` not both zero, are orthogonal in the sphere. -/
theorem orthogonal_of_common_boundary_condition (hR : 0 ≤ R)
    (hp : IsRadialOrbital V E R p dp) (hq : IsRadialOrbital V F R q dq) (hEF : E ≠ F)
    {a b : ℝ} (hab : a ≠ 0 ∨ b ≠ 0)
    (hpR : a * p R + b * dp R = 0) (hqR : a * q R + b * dq R = 0) :
    ∫ r in (0 : ℝ)..R, p r * q r = 0 := by
  -- the boundary condition forces the Wronskian at `R` to vanish
  have hW : p R * dq R - dp R * q R = 0 := by
    rcases hab with ha | hb
    · have h : a * (p R * dq R - dp R * q R) = 0 := by
        linear_combination dq R * hpR - dp R * hqR
      exact (mul_eq_zero.mp h).resolve_left ha
    · have h : b * (p R * dq R - dp R * q R) = 0 := by
        linear_combination p R * hqR - q R * hpR
      exact (mul_eq_zero.mp h).resolve_left hb
  have h := energy_difference_mul_overlap hR hp hq
  rw [hW] at h
  exact (mul_eq_zero.mp h).resolve_left (sub_ne_zero.mpr hEF)

/-- Two orbitals of different energy in the same potential, with `u'(R) = D u(R)` for the same
`D`, are orthogonal in the sphere. -/
theorem high_energy_orbitals_orthogonal (hR : 0 ≤ R)
    (hp : IsRadialOrbital V E R p dp) (hq : IsRadialOrbital V F R q dq) (hEF : E ≠ F)
    {D : ℝ} (hpR : dp R = D * p R) (hqR : dq R = D * q R) :
    ∫ r in (0 : ℝ)..R, p r * q r = 0 :=
  orthogonal_of_common_boundary_condition hR hp hq hEF (a := -D) (b := 1)
    (Or.inr one_ne_zero) (by linear_combination hpR) (by linear_combination hqR)

/-- Two orbitals of different energy in the same potential, nonzero at `R`, are orthogonal exactly
when their logarithmic derivatives there agree. -/
theorem orthogonal_iff_logDeriv_eq (hR : 0 ≤ R)
    (hp : IsRadialOrbital V E R p dp) (hq : IsRadialOrbital V F R q dq) (hEF : E ≠ F)
    (hpR : p R ≠ 0) (hqR : q R ≠ 0) :
    ∫ r in (0 : ℝ)..R, p r * q r = 0 ↔ dp R / p R = dq R / q R := by
  have hov := energy_difference_mul_overlap hR hp hq
  rw [div_eq_div_iff hpR hqR]
  constructor
  · intro h
    rw [h] at hov
    linear_combination hov
  · intro h
    have h0 : (E - F) * ∫ r in (0 : ℝ)..R, p r * q r = 0 := by
      rw [hov]
      linear_combination -h
    exact (mul_eq_zero.mp h0).resolve_left (sub_ne_zero.mpr hEF)

/-- For finitely many orbitals in one potential, with distinct energies and the same `D` at `R`, the
squared norm of a linear combination is the sum of the squared norms of its terms. -/
theorem norm_sq_combination {ι : Type*} [Fintype ι] (hR : 0 ≤ R) {e : ι → ℝ}
    (he : Function.Injective e) {u du : ι → ℝ → ℝ}
    (hu : ∀ i, IsRadialOrbital V (e i) R (u i) (du i))
    {D : ℝ} (hD : ∀ i, du i R = D * u i R) (c : ι → ℝ) :
    ∫ r in (0 : ℝ)..R, (∑ i, c i * u i r) ^ 2 =
      ∑ i, c i ^ 2 * ∫ r in (0 : ℝ)..R, u i r ^ 2 := by
  have hint : ∀ i j, IntervalIntegrable
      (fun r => c i * u i r * (c j * u j r)) volume 0 R := by
    intro i j
    have hc : ContinuousOn (fun r => c i * u i r * (c j * u j r)) (Icc 0 R) :=
      (continuousOn_const.mul (hu i).cont).mul (continuousOn_const.mul (hu j).cont)
    exact hc.intervalIntegrable_of_Icc hR
  have hpair : ∀ i j, ∫ r in (0 : ℝ)..R, c i * u i r * (c j * u j r) =
      c i * c j * ∫ r in (0 : ℝ)..R, u i r * u j r := by
    intro i j
    have h : ∀ r, c i * u i r * (c j * u j r) = c i * c j * (u i r * u j r) :=
      fun r => by ring
    simp only [h, intervalIntegral.integral_const_mul]
  -- expand the square into a sum over pairs of orbitals
  have hsq : ∀ r, (∑ i, c i * u i r) ^ 2 =
      ∑ x : ι × ι, c x.1 * u x.1 r * (c x.2 * u x.2 r) := by
    intro r
    rw [sq, Finset.sum_mul_sum, Fintype.sum_prod_type]
  simp only [hsq]
  rw [intervalIntegral.integral_finsetSum (fun x _ => hint x.1 x.2), Fintype.sum_prod_type]
  refine Finset.sum_congr rfl fun i _ => ?_
  -- only the diagonal pair survives
  rw [Finset.sum_eq_single i]
  · rw [hpair]
    simp only [sq]
  · intro j _ hj
    rw [hpair, high_energy_orbitals_orthogonal hR (hu i) (hu j)
      (fun h => hj (he h).symm) (hD i) (hD j), mul_zero]
  · intro h
    exact absurd (Finset.mem_univ i) h

/-- In zero potential `sin (k r)` is a regular radial orbital at energy `k ^ 2`. -/
theorem free_orbital (k R : ℝ) :
    IsRadialOrbital (fun _ => 0) (k ^ 2) R
      (fun r => Real.sin (k * r)) (fun r => k * Real.cos (k * r)) := by
  have h : ∀ r : ℝ, HasDerivAt (fun x => k * x) k r := fun r => by
    simpa using (hasDerivAt_id' r).const_mul k
  refine ⟨by simp, by fun_prop, by fun_prop, fun r _ => ?_, fun r _ => ?_⟩
  · exact (h r).sin.congr_deriv (by ring)
  · exact ((h r).cos.const_mul k).congr_deriv (by simp only [zero_sub]; ring)

/-- The free orbitals `sin ((n + 1/2) r)` in a sphere of radius `π` have distinct energies and
all have zero slope at the boundary. -/
theorem high_energy_orbitals_witness :
    Function.Injective (fun n : ℕ => ((n : ℝ) + 1 / 2) ^ 2) ∧
    ∀ n : ℕ, IsRadialOrbital (fun _ => 0) (((n : ℝ) + 1 / 2) ^ 2) Real.pi
        (fun r => Real.sin (((n : ℝ) + 1 / 2) * r))
        (fun r => ((n : ℝ) + 1 / 2) * Real.cos (((n : ℝ) + 1 / 2) * r)) ∧
      ((n : ℝ) + 1 / 2) * Real.cos (((n : ℝ) + 1 / 2) * Real.pi) = 0 := by
  refine ⟨fun n m h => ?_, fun n => ⟨free_orbital _ _, ?_⟩⟩
  · have h' : ((n : ℝ) + 1 / 2) ^ 2 = ((m : ℝ) + 1 / 2) ^ 2 := h
    have h0 : ((n : ℝ) - m) * ((n : ℝ) + m + 1) = 0 := by linear_combination h'
    have hpos : (n : ℝ) + m + 1 ≠ 0 := by positivity
    exact Nat.cast_injective (sub_eq_zero.mp ((mul_eq_zero.mp h0).resolve_right hpos))
  · have h : ((n : ℝ) + 1 / 2) * Real.pi = n * Real.pi + Real.pi / 2 := by ring
    rw [h, Real.cos_add_pi_div_two, Real.sin_nat_mul_pi, neg_zero, mul_zero]

end HighEnergyLocalOrbitals
```

```lean
#print axioms HighEnergyLocalOrbitals.orthogonal_iff_logDeriv_eq
#print axioms HighEnergyLocalOrbitals.norm_sq_combination
```

```
'HighEnergyLocalOrbitals.orthogonal_iff_logDeriv_eq' depends on axioms: [propext, Classical.choice, Quot.sound]
'HighEnergyLocalOrbitals.norm_sq_combination' depends on axioms: [propext, Classical.choice, Quot.sound]
```

## How the proof follows the derivation

`wronskian_hasDerivAt` computes $W'$. The product rule is applied to $p\,q'$ and to $p'q$, with the second derivatives supplied by `deriv_slope`; `ring` then performs the cancellation that leaves $(E-F)pq$.

`energy_difference_mul_overlap` is the integration step. The version of the fundamental theorem of calculus used here needs $W$ continuous on the closed interval, its derivative only in the open one, and that derivative integrable. The first and third come from the continuity of the orbitals and slopes, which is why nothing is asked of $V$ at the nucleus. The final `simp` uses the two zeros at the origin to remove $W(0)$.

`orthogonal_of_common_boundary_condition` splits into the cases $a\neq0$ and $b\neq0$. In each, `linear_combination` combines the two boundary conditions into $a\,W(R)=0$ or $b\,W(R)=0$, and the nonzero factor is cancelled. The energy difference is cancelled in the same way at the end. `high_energy_orbitals_orthogonal` is the case $a=-D$, $b=1$.

`orthogonal_iff_logDeriv_eq` cross-multiplies the equality of logarithmic derivatives, which turns it into $W(R)=0$. The integrated identity then gives both directions.

`norm_sq_combination` writes the square as a sum over pairs of indices and exchanges sum and integral, using the integrability of each product. For a fixed $i$, `Finset.sum_eq_single` keeps the term $j=i$; the others vanish by the orthogonality theorem, where injectivity of `e` provides the different energies.

The last two theorems supply a concrete family. `free_orbital` differentiates $\sin(kr)$ twice to show that it is an orbital at energy $k^2$ for $V=0$. `high_energy_orbitals_witness` takes $k=n+\tfrac12$ with $n=0,1,2,\dots$ and $R=\pi$. The slope at the boundary vanishes because $\cos(n\pi+\pi/2)=-\sin(n\pi)=0$, so $D=0$ for every $n$. The energies are distinct because

$$(n+\tfrac12)^2-(m+\tfrac12)^2=(n-m)(n+m+1),$$

and the second factor is positive. The normalised members of this family are $\sqrt{2/\pi}\,\sin((n+\tfrac12)r)$.
